# A one-magnon state of a ferromagnetic Heisenberg ring of at least two spins has energy \(-Ns^2+2s(1-\cos\theta)\) at unit coupling

Take a ring of \(N\) spins with ferromagnetic exchange between neighbours, all pointing up. If I lower one spin, the exchange passes the disturbance on to the neighbouring sites, so that state is not stationary in general. A superposition over all sites, with a fixed phase factor from each site to the next, should be. With \(H=-\sum_n \mathbf J_n\cdot\mathbf J_{n+1}\) and \(\hbar=1\), I expect the energy \(-Ns^2+2s(1-\cos\theta)\) for wave number \(\theta\) per site. Can this be proved in Lean from the commutation relations alone, for any spin \(s\)?

## A lowered spin hops to its neighbours

Yes, given a state \(v\) with \(J_n^+v=0\) and \(J_n^zv=sv\) at every site. Put \(J_n^\pm=J_n^x\pm iJ_n^y\) and \(\varphi_k=J_k^-v\). Operators on different sites commute, and on one site \([J^z,J^-]=-J^-\) and \([J^+,J^-]=2J^z\). Hence

\[
J_m^z\varphi_k=(s-\delta_{mk})\varphi_k,\qquad J_m^+\varphi_k=2s\,\delta_{mk}\,v .
\]

For \(m\ne n\), the exchange coupling in ladder form is

\[
\mathbf J_m\cdot\mathbf J_n=J_m^zJ_n^z+\tfrac12\left(J_n^-J_m^++J_m^-J_n^+\right).
\]

If \(k\) is neither \(m\) nor \(n\), this multiplies \(\varphi_k\) by \(s^2\). If \(k=m\), the first term gives \(s(s-1)\varphi_m\) and the ladder terms give \(s\varphi_n\), in total \(s^2\varphi_m+s(\varphi_n-\varphi_m)\). The case \(k=n\) is the mirror image. Of the \(N\) bonds in the sum, two contain site \(k\), so

\[
H\varphi_k=(2s-Ns^2)\varphi_k-s(\varphi_{k+1}+\varphi_{k-1}).
\]

Now let \(w^N=1\) and \(u=\sum_k w^k\varphi_k\). The phases close around the ring, so shifting the index gives \(\sum_k w^k\varphi_{k+1}=w^{-1}u\) and \(\sum_k w^k\varphi_{k-1}=wu\). Therefore

\[
Hu=\left[-Ns^2+s(2-w-w^{-1})\right]u .
\]

With \(w=e^{i\theta}\) and \(N\theta=2\pi p\), \(p\) an integer, \(w+w^{-1}=2\cos\theta\), which is your formula. The ladder form also gives \(Hv=-Ns^2v\), so the excitation energy of the magnon, measured from the polarised state, is \(2s(1-\cos\theta)\). Finally, \(J_0^+u=2sv\), so \(u\ne0\) whenever \(s\ne0\) and \(v\ne0\).

## Spins as operators on a complex vector space

In the file, `J a n` is Cartesian component `a` at site `n`, and `ZMod N` makes the sites a ring. `IsSpinRing` contains the commutation relations, `Polarised` the two conditions on \(v\), and `magnon` is \(u\), with exponents taken from \(0,\dots,N-1\).

`heisenberg_magnon` is the eigenvalue equation, `magnon_hasEigenvector` adds that \(u\) is nonzero, and `magnon_dispersion` is the cosine form. The space `V` may have any dimension and needs no inner product, and `s` may be any complex number. For Hermitian spins with \(s>0\) and normalised \(v\), the normalised magnon is \(u/\sqrt{2sN}\).

The polarised state is a hypothesis; `spinHalf_witness` supplies one for spin 1/2. States with several magnons are not treated, nor is the question of which state is lowest.

```lean
import Mathlib

open Complex

namespace HeisenbergMagnon

noncomputable section

variable {N : ℕ} [NeZero N] {V : Type*} [AddCommGroup V] [Module ℂ V]

/-- Angular momentum operators on a ring of `N` sites: `J a n` is the Cartesian component
`a` (0, 1, 2 for x, y, z) at site `n`, and different sites commute. -/
structure IsSpinRing (J : Fin 3 → ZMod N → Module.End ℂ V) : Prop where
  xy : ∀ n, J 0 n * J 1 n - J 1 n * J 0 n = I • J 2 n
  yz : ∀ n, J 1 n * J 2 n - J 2 n * J 1 n = I • J 0 n
  zx : ∀ n, J 2 n * J 0 n - J 0 n * J 2 n = I • J 1 n
  comm : ∀ a b {m n}, m ≠ n → Commute (J a m) (J b n)

/-- The raising operator `Jx + i Jy` at site `n`. -/
def raising (J : Fin 3 → ZMod N → Module.End ℂ V) (n : ZMod N) : Module.End ℂ V :=
  J 0 n + I • J 1 n

/-- The lowering operator `Jx - i Jy` at site `n`. -/
def lowering (J : Fin 3 → ZMod N → Module.End ℂ V) (n : ZMod N) : Module.End ℂ V :=
  J 0 n - I • J 1 n

/-- The scalar product of the angular momenta at sites `m` and `n`. -/
def exchange (J : Fin 3 → ZMod N → Module.End ℂ V) (m n : ZMod N) : Module.End ℂ V :=
  ∑ a, J a m * J a n

/-- The ferromagnetic Heisenberg Hamiltonian of the ring, with unit coupling. -/
def heisenberg (J : Fin 3 → ZMod N → Module.End ℂ V) : Module.End ℂ V :=
  -∑ n, exchange J n (n + 1)

/-- The state `v` is annihilated by the raising operator of every site and satisfies the eigenvalue
equation for the z-component with value `s` at every site. -/
def Polarised (J : Fin 3 → ZMod N → Module.End ℂ V) (s : ℂ) (v : V) : Prop :=
  ∀ n, raising J n v = 0 ∧ J 2 n v = s • v

/-- The superposition of single lowered spins with phase factor `w` per site. -/
def magnon (J : Fin 3 → ZMod N → Module.End ℂ V) (w : ℂ) (v : V) : V :=
  ∑ n : ZMod N, w ^ n.val • lowering J n v

variable {J : Fin 3 → ZMod N → Module.End ℂ V} {s w : ℂ} {v : V}

omit [NeZero N] in
/-- Raising and lowering operators at different sites commute. -/
theorem ladder_commute (h : IsSpinRing J) {m n : ZMod N} (hmn : m ≠ n) :
    Commute (raising J m) (lowering J n) :=
  ((h.comm 0 0 hmn).sub_right ((h.comm 0 1 hmn).smul_right I)).add_left
    (((h.comm 1 0 hmn).sub_right ((h.comm 1 1 hmn).smul_right I)).smul_left I)

omit [NeZero N] in
/-- In a polarised state, lowering the spin at site `n` reduces the z-component there by one
and leaves it unchanged at the other sites. -/
theorem z_lowering (h : IsSpinRing J) (hv : Polarised J s v) (m n : ZMod N) :
    J 2 m (lowering J n v) = (if m = n then s - 1 else s) • lowering J n v := by
  by_cases hmn : m = n
  · subst hmn
    have h1 := LinearMap.congr_fun (h.zx m) v
    have h2 := LinearMap.congr_fun (h.yz m) v
    simp only [LinearMap.sub_apply, Module.End.mul_apply, LinearMap.smul_apply,
      (hv m).2, map_smul] at h1 h2
    simp only [if_true, lowering, LinearMap.sub_apply, LinearMap.smul_apply, map_sub, map_smul]
    linear_combination (norm := module) h1 + I • h2 + I_sq • J 0 m v
  · have hc (a : Fin 3) : J 2 m (J a n v) = s • J a n v := by
      have e := LinearMap.congr_fun (h.comm 2 a hmn).eq v
      simpa only [Module.End.mul_apply, (hv m).2, map_smul] using e
    simp only [if_neg hmn, lowering, LinearMap.sub_apply, LinearMap.smul_apply, map_sub,
      map_smul, hc]
    module

omit [NeZero N] in
/-- In a polarised state, raising undoes lowering at the same site up to the factor `2s`,
and gives zero at a different site. -/
theorem raising_lowering (h : IsSpinRing J) (hv : Polarised J s v) (m n : ZMod N) :
    raising J m (lowering J n v) = if m = n then (2 * s) • v else 0 := by
  by_cases hmn : m = n
  · subst hmn
    have h1 := LinearMap.congr_fun (h.xy m) v
    have h2 : lowering J m (raising J m v) = 0 := by rw [(hv m).1, map_zero]
    simp only [LinearMap.sub_apply, Module.End.mul_apply, LinearMap.smul_apply,
      (hv m).2] at h1
    simp only [raising, lowering, LinearMap.sub_apply, LinearMap.add_apply,
      LinearMap.smul_apply, map_add, map_smul] at h2
    simp only [if_true, raising, lowering, LinearMap.sub_apply, LinearMap.add_apply,
      LinearMap.smul_apply, map_sub, map_smul]
    linear_combination (norm := module) h2 + (-2 * I) • h1 - I_sq • ((2 * s) • v)
  · have e := LinearMap.congr_fun (ladder_commute h hmn).eq v
    simpa only [Module.End.mul_apply, (hv m).1, map_zero, if_neg hmn] using e

omit [NeZero N] in
/-- On a polarised state with one spin lowered, the exchange coupling of two different sites
multiplies by `s²` and, if the lowered spin sits on one of them, adds `s` times the difference
between the state with the lowered spin moved across the bond and the original one. -/
theorem exchange_flip (h : IsSpinRing J) (hv : Polarised J s v) {m n : ZMod N}
    (hmn : m ≠ n) (k : ZMod N) :
    exchange J m n (lowering J k v) = s ^ 2 • lowering J k v
      + (if m = k then s • (lowering J n v - lowering J k v) else 0)
      + (if n = k then s • (lowering J m v - lowering J k v) else 0) := by
  -- ladder form of the scalar product
  have e : exchange J m n = J 2 m * J 2 n
      + (1 / 2 : ℂ) • (lowering J n * raising J m + lowering J m * raising J n) := by
    rw [← (ladder_commute h hmn).eq]
    simp only [exchange, Fin.sum_univ_three, raising, lowering, add_mul, mul_add, mul_sub,
      sub_mul, smul_mul_assoc, mul_smul_comm]
    linear_combination (norm := module) I_sq • (J 1 m * J 1 n)
  rw [e]
  simp only [LinearMap.add_apply, LinearMap.smul_apply, Module.End.mul_apply,
    raising_lowering h hv, z_lowering h hv, map_smul]
  by_cases h1 : m = k
  · have h2 : n ≠ k := fun e => hmn (h1.trans e.symm)
    simp only [if_pos h1, if_neg h2, map_smul, map_zero]
    module
  · by_cases h2 : n = k
    · simp only [if_neg h1, if_pos h2, map_smul, map_zero]
      module
    · simp only [if_neg h1, if_neg h2, map_zero]
      module

/-- Hopping equation: on a ring of at least two sites the Hamiltonian takes a polarised state with
the spin at site `k` lowered to a combination of that state and those with the spin at `k + 1` or
`k - 1` lowered instead (the same site if `N = 2`). -/
theorem heisenberg_flip (hN : 2 ≤ N) (h : IsSpinRing J) (hv : Polarised J s v) (k : ZMod N) :
    heisenberg J (lowering J k v) = (2 * s - N * s ^ 2) • lowering J k v
      - s • (lowering J (k + 1) v + lowering J (k - 1) v) := by
  have : Fact (1 < N) := ⟨hN⟩
  have hne (m : ZMod N) : m ≠ m + 1 := fun e =>
    one_ne_zero (α := ZMod N) (by linear_combination -e)
  simp only [heisenberg, LinearMap.neg_apply, LinearMap.sum_apply]
  rw [Finset.sum_congr rfl fun m _ => exchange_flip h hv (hne m) k]
  simp only [Finset.sum_add_distrib, ← eq_sub_iff_add_eq, Finset.sum_ite_eq',
    Finset.mem_univ, if_true, Finset.sum_const, Finset.card_univ, ZMod.card]
  rw [← Nat.cast_smul_eq_nsmul ℂ]
  module

/-- If `w ^ N = 1`, the phase gains a factor `w` from each site to the next, all around
the ring. -/
theorem phase_succ (hw : w ^ N = 1) (k : ZMod N) : w ^ (k + 1).val = w * w ^ k.val := by
  have hmod (j : ℕ) : w ^ (j % N) = w ^ j := by
    conv_rhs => rw [← Nat.mod_add_div j N, pow_add, pow_mul, hw, one_pow, mul_one]
  rw [ZMod.val_add, ZMod.val_one_eq_one_mod, Nat.add_mod_mod, hmod, pow_succ, mul_comm]

/-- On a ring of at least two sites, with `w ^ N = 1`, the magnon built on a polarised state
satisfies the eigenvalue equation with energy `-N s² + s (2 - w - 1/w)`. -/
theorem heisenberg_magnon (hN : 2 ≤ N) (h : IsSpinRing J) (hv : Polarised J s v)
    (hw : w ^ N = 1) :
    heisenberg J (magnon J w v) = (-(N * s ^ 2) + s * (2 - w - w⁻¹)) • magnon J w v := by
  have hw0 : w ≠ 0 := by
    rintro rfl
    simp [zero_pow (NeZero.ne N)] at hw
  -- shifting the summation index turns hopping into a phase
  have hR : ∑ k : ZMod N, w ^ k.val • lowering J (k + 1) v = w⁻¹ • magnon J w v := by
    rw [eq_inv_smul_iff₀ hw0, Finset.smul_sum]
    refine Eq.trans ?_ (Equiv.sum_comp (Equiv.addRight (1 : ZMod N))
      fun k => w ^ k.val • lowering J k v)
    refine Finset.sum_congr rfl fun k _ => ?_
    simp only [Equiv.coe_addRight, phase_succ hw, mul_smul]
  have hL : ∑ k : ZMod N, w ^ k.val • lowering J (k - 1) v = w • magnon J w v := by
    rw [magnon, Finset.smul_sum]
    refine (Equiv.sum_comp (Equiv.addRight (1 : ZMod N))
      fun k => w ^ k.val • lowering J (k - 1) v).symm.trans ?_
    refine Finset.sum_congr rfl fun k _ => ?_
    simp only [Equiv.coe_addRight, phase_succ hw, mul_smul, add_sub_cancel_right]
  have hH : heisenberg J (magnon J w v) = (2 * s - N * s ^ 2) • magnon J w v
      - s • (∑ k : ZMod N, w ^ k.val • lowering J (k + 1) v
        + ∑ k : ZMod N, w ^ k.val • lowering J (k - 1) v) := by
    simp only [magnon, map_sum, map_smul, heisenberg_flip hN h hv]
    rw [← Finset.sum_add_distrib, Finset.smul_sum, Finset.smul_sum, ← Finset.sum_sub_distrib]
    exact Finset.sum_congr rfl fun k _ => by module
  rw [hH, hR, hL]
  module

/-- For `s ≠ 0` and a nonzero polarised state, on at least two sites and with `w ^ N = 1`,
the magnon is nonzero and hence an eigenvector of the Hamiltonian. -/
theorem magnon_hasEigenvector (hN : 2 ≤ N) (h : IsSpinRing J) (hv : Polarised J s v)
    (hw : w ^ N = 1) (hs : s ≠ 0) (hv0 : v ≠ 0) :
    (heisenberg J).HasEigenvector (-(N * s ^ 2) + s * (2 - w - w⁻¹)) (magnon J w v) := by
  refine ⟨Module.End.mem_eigenspace_iff.mpr (heisenberg_magnon hN h hv hw), fun h0 => ?_⟩
  -- raising the spin at site 0 recovers the polarised state
  have e : raising J 0 (magnon J w v) = (2 * s) • v := by
    simp only [magnon, map_sum, map_smul, raising_lowering h hv, smul_ite, smul_zero,
      Finset.sum_ite_eq, Finset.mem_univ, if_true, ZMod.val_zero, pow_zero, one_smul]
  rw [h0, map_zero] at e
  exact smul_ne_zero (mul_ne_zero two_ne_zero hs) hv0 e.symm

/-- Magnon dispersion: on at least two sites, for a wave number `θ` with `N θ = 2π p`, `p` an
integer, the magnon on a polarised state satisfies the eigenvalue equation with energy
`-N s² + 2 s (1 - cos θ)`. -/
theorem magnon_dispersion (hN : 2 ≤ N) (h : IsSpinRing J) (hv : Polarised J s v)
    (θ : ℝ) (p : ℤ) (hθ : N * θ = 2 * Real.pi * p) :
    heisenberg J (magnon J (Complex.exp (θ * I)) v)
      = (-(N * s ^ 2) + 2 * s * (1 - Complex.cos θ)) • magnon J (Complex.exp (θ * I)) v := by
  have hc : (N : ℂ) * θ = 2 * Real.pi * p := by exact_mod_cast hθ
  have hw : Complex.exp (θ * I) ^ N = 1 := by
    rw [← Complex.exp_nat_mul, Complex.exp_eq_one_iff]
    exact ⟨p, by linear_combination I * hc⟩
  have hcos : Complex.cos θ = (Complex.exp (θ * I) + Complex.exp (-θ * I)) / 2 := rfl
  rw [heisenberg_magnon hN h hv hw, hcos, neg_mul, Complex.exp_neg]
  congr 1
  ring

/-- The spin-1/2 matrices, half the Pauli matrices. -/
def spinMatrix : Fin 3 → Matrix (Fin 2) (Fin 2) ℂ :=
  ![!![0, 1 / 2; 1 / 2, 0], !![0, -I / 2; I / 2, 0], !![1 / 2, 0; 0, -1 / 2]]

/-- The spin-1/2 operators at site `n`, acting on wave functions of the spin configuration
(0 is up, 1 is down). -/
def spinHalf (a : Fin 3) (n : ZMod N) : Module.End ℂ ((ZMod N → Fin 2) → ℂ) where
  toFun f σ := ∑ t, spinMatrix a (σ n) t * f (Function.update σ n t)
  map_add' f g := by
    funext σ
    simp only [Pi.add_apply, Fin.sum_univ_two]
    ring
  map_smul' c f := by
    funext σ
    simp only [Pi.smul_apply, smul_eq_mul, RingHom.id_apply, Fin.sum_univ_two]
    ring

/-- The wave function of the configuration with all spins up. -/
def allUp (σ : ZMod N → Fin 2) : ℂ := if σ = 0 then 1 else 0

/-- The spin-1/2 operators form a spin ring, and the state with all spins up is nonzero and
polarised with `s = 1/2`. -/
theorem spinHalf_witness : IsSpinRing (spinHalf (N := N)) ∧
    Polarised (spinHalf (N := N)) (1 / 2) allUp ∧ (allUp (N := N)) ≠ 0 := by
  have ap (a : Fin 3) (n : ZMod N) (f : (ZMod N → Fin 2) → ℂ) (σ : ZMod N → Fin 2) :
      spinHalf a n f σ = spinMatrix a (σ n) 0 * f (Function.update σ n 0)
        + spinMatrix a (σ n) 1 * f (Function.update σ n 1) := by
    change ∑ t, spinMatrix a (σ n) t * f (Function.update σ n t) = _
    exact Fin.sum_univ_two _
  have hb (t : Fin 2) : t = 0 ∨ t = 1 := by fin_cases t <;> simp
  refine ⟨⟨fun n => ?_, fun n => ?_, fun n => ?_, fun a b m n hmn => ?_⟩, fun n => ?_, ?_⟩
  iterate 3
    · refine LinearMap.ext fun f => funext fun σ => ?_
      simp only [LinearMap.sub_apply, Module.End.mul_apply, LinearMap.smul_apply, Pi.sub_apply,
        Pi.smul_apply, smul_eq_mul, ap, Function.update_self, Function.update_idem]
      rcases hb (σ n) with e | e <;> simp [e, spinMatrix] <;> ring_nf <;> simp [I_sq] <;> ring
  · refine LinearMap.ext fun f => funext fun σ => ?_
    simp only [Module.End.mul_apply, ap, Function.update_of_ne hmn,
      Function.update_of_ne hmn.symm, Function.update_comm hmn]
    ring
  · -- a configuration with a spin down has zero amplitude
    have h1 (σ : ZMod N → Fin 2) (e : σ n = 1) : allUp σ = 0 :=
      if_neg fun h0 => by simp [h0] at e
    constructor <;> funext σ
    · simp only [raising, LinearMap.add_apply, LinearMap.smul_apply, Pi.add_apply,
        Pi.smul_apply, smul_eq_mul, ap, h1 _ (Function.update_self n 1 σ), Pi.zero_apply]
      rcases hb (σ n) with e | e
      · simp [e, spinMatrix]
      · simp only [e, spinMatrix, Matrix.of_apply, Matrix.cons_val]
        linear_combination (allUp (Function.update σ n 0) / 2) * I_sq
    · simp only [ap, h1 _ (Function.update_self n 1 σ), Pi.smul_apply, smul_eq_mul]
      rcases hb (σ n) with e | e
      · have hu : Function.update σ n 0 = σ := by rw [← e, Function.update_eq_self]
        simp [e, hu, spinMatrix]
      · simp [e, h1 σ e, spinMatrix]
  · intro h0
    have e := congrFun h0 0
    simp [allUp] at e

end

end HeisenbergMagnon
```

```lean
#print axioms HeisenbergMagnon.heisenberg_magnon
#print axioms HeisenbergMagnon.magnon_hasEigenvector
#print axioms HeisenbergMagnon.magnon_dispersion
```

```
'HeisenbergMagnon.heisenberg_magnon' depends on axioms: [propext, Classical.choice, Quot.sound]
'HeisenbergMagnon.magnon_hasEigenvector' depends on axioms: [propext, Classical.choice, Quot.sound]
'HeisenbergMagnon.magnon_dispersion' depends on axioms: [propext, Classical.choice, Quot.sound]
```

## From one bond to the whole ring

`z_lowering` and `raising_lowering` are the two single-site formulas. Each splits into equal and different sites. For equal sites it applies the commutators to \(v\) and combines the resulting equations with `linear_combination`; for different sites it exchanges the commuting operators and uses the conditions on \(v\). `exchange_flip` first proves the ladder form, using `ladder_commute`, and then goes through the three positions of the lowered spin.

`heisenberg_flip` sums over bonds; `Finset.sum_ite_eq'` picks out the two that contain site \(k\). `phase_succ` shows that the phase gains a factor \(w\) even at the step from site \(N-1\) to site 0. In `heisenberg_magnon`, `Equiv.sum_comp` performs the index shifts `hR` and `hL`.

## Two sites, and the matrix in a simulation

For \(N=2\) the sum counts the single bond twice, so \(H=-2\,\mathbf J_0\cdot\mathbf J_1\). The choices \(w=1\) and \(w=-1\) give \(-2s^2\) and \(-2s^2+4s\). For spin 1/2 these are \(-\tfrac12\) and \(\tfrac32\), the triplet and singlet energies. A program that lists the bond once returns half these values.

In an exact-diagonalisation code, the hopping equation is the \(N\times N\) block with one lowered spin. For \(N\ge3\) it has \(2s-Ns^2\) on the diagonal and \(-s\) between neighbours, and a discrete Fourier transform diagonalises it. The formula thus gives a test for spin-chain programs, restricted to one magnon on a uniform ring with nearest-neighbour exchange.
